# For c > 0, the Palser–Manolopoulos cubic has fixed points exactly 0, c and 1, and maps [0,1] into itself if and only if c ≥ 1/2

## Occupation numbers and the two cubics

Let $x$ be an occupation number, that is, an eigenvalue of a trial one-electron density matrix $P$. The basis is orthonormal, and each spin orbital holds at most one electron, so $x=0$ is an empty orbital, $x=1$ a filled one, and the admissible range is $[0,1]$. A purification step applies a polynomial to $P$ in order to push its eigenvalues towards $0$ and $1$. The polynomials here depend on a real parameter $c$, which is held fixed throughout one step.

In the code, `Icc 0 1` is the closed interval $[0,1]$ and `Ioo 0 1` the open interval $(0,1)$. Both notations come from the namespace `Set`, which is opened at the start.

```lean
import Mathlib

open Set

namespace CanonicalPurification

noncomputable section
```

The Palser–Manolopoulos cubic is

$$p_c(x)=\frac{(1+c)x^2-x^3}{c}.$$

It is written `purify c x`. The definition accepts any real $c$ and $x$, and the conditions on them appear as hypotheses of the theorems.

```lean
/-- The Palser-Manolopoulos cubic acting on an occupation number `x`, for a parameter `c ≠ 0`. -/
def purify (c x : ℝ) : ℝ := ((1 + c) * x ^ 2 - x ^ 3) / c
```

Canonical purification uses a second cubic when $c$ is small:

$$q_c(x)=\frac{(1-2c)x+(1+c)x^2-x^3}{1-c}.$$

This is `purifyLow c x`. It is defined by its explicit coefficients, and its relation to $p_c$ is derived further down.

```lean
/-- The companion cubic of canonical purification, for a parameter `c ≠ 1`. -/
def purifyLow (c x : ℝ) : ℝ :=
  ((1 - 2 * c) * x + (1 + c) * x ^ 2 - x ^ 3) / (1 - c)
```

The same polynomial $p_c$ can be applied to a matrix:

$$p_c(P)=\frac{1}{c}\left[(1+c)P^2-P^3\right].$$

Here $P$ is a complex square matrix whose rows and columns are labelled by a finite type `n`, the set of basis functions. The parameter $c$ remains real and is converted to a complex number where it multiplies a matrix. Hermiticity is not required by the definition. For a Hermitian $P$, the step keeps the eigenvectors and sends each eigenvalue $x$ to $p_c(x)$, which is the reason for studying the scalar function first.

```lean
/-- The Palser-Manolopoulos cubic applied to a density matrix `P`, for a parameter `c ≠ 0`. -/
def purifyMatrix {n : Type*} [Fintype n] [DecidableEq n] (c : ℝ) (P : Matrix n n ℂ) :
    Matrix n n ℂ :=
  (c : ℂ)⁻¹ • ((1 + (c : ℂ)) • P ^ 2 - P ^ 3)
```

## Occupations that a step leaves unchanged

Assume $c\neq0$. Multiplying $p_c(x)=x$ by $c$ gives

$$(1+c)x^2-x^3=cx .$$

Moving everything to one side gives

$$x^3-(1+c)x^2+cx=x(x-c)(x-1)=0 .$$

A product of real numbers vanishes only if one of its factors does, so $x$ is $0$, $c$ or $1$. Conversely, each of these values satisfies the equation. Empty and filled orbitals are therefore left alone, but so is an orbital whose occupation is exactly $c$. At $c=1$ two of the values coincide.

The theorem states this as an equivalence for every real $x$. In the proof, `div_eq_iff` clears the denominator, `linear_combination` verifies the factorisation, and two uses of `mul_eq_zero` separate the three cases. The converse is substitution followed by `ring`.

```lean
/-- For `c ≠ 0`, a real number `x` is unchanged by the cubic exactly when it is `0`, `c` or `1`. -/
theorem purify_eq_self_iff {c : ℝ} (hc : c ≠ 0) (x : ℝ) :
    purify c x = x ↔ x = 0 ∨ x = c ∨ x = 1 := by
  unfold purify
  rw [div_eq_iff hc]
  constructor
  · intro h
    -- the fixed-point equation factors completely
    have h0 : x * ((x - c) * (x - 1)) = 0 := by linear_combination (-1) * h
    rcases mul_eq_zero.1 h0 with h1 | h1
    · exact Or.inl h1
    · rcases mul_eq_zero.1 h1 with h2 | h2
      · exact Or.inr (Or.inl (sub_eq_zero.1 h2))
      · exact Or.inr (Or.inr (sub_eq_zero.1 h2))
  · rintro (h | h | h) <;> rw [h] <;> ring
```

## Slopes at the fixed points

The derivative of the cubic is

$$p_c'(x)=\frac{2(1+c)x-3x^2}{c}.$$

At the fixed points it takes the values

$$p_c'(0)=0,\qquad p_c'(c)=\frac{2c+2c^2-3c^2}{c}=2-c,\qquad p_c'(1)=\frac{2c-1}{c}=2-\frac1c .$$

For $1/2\le c<1$ the slope at $c$ exceeds $1$, so occupations close to $c$ are driven away from it, while the slopes at $0$ and $1$ lie in $[0,1)$, so occupations close to those values are drawn in. For $0<c<1/2$ the slope at $1$ is negative, and an occupation slightly below $1$ is sent slightly above it. This is the first sign of the threshold at one half.

In Lean, `HasDerivAt f d x` says that `f` has derivative `d` at the point `x`, so the slope comes before the point. The proof first obtains the derivative at a general $x$ from the power rule and then evaluates it at the three points.

```lean
/-- For `c ≠ 0`, the slopes of the cubic at its fixed points `0`, `c` and `1` are `0`, `2 - c` and
`2 - 1/c`. -/
theorem purify_slopes {c : ℝ} (hc : c ≠ 0) :
    HasDerivAt (purify c) 0 0 ∧ HasDerivAt (purify c) (2 - c) c ∧
      HasDerivAt (purify c) (2 - 1 / c) 1 := by
  have h : ∀ x : ℝ, HasDerivAt (purify c) ((2 * (1 + c) * x - 3 * x ^ 2) / c) x := by
    intro x
    have h1 := (((hasDerivAt_pow 2 x).const_mul (1 + c)).fun_sub
      (hasDerivAt_pow 3 x)).div_const c
    refine h1.congr_deriv ?_
    congr 1
    norm_num
    ring
  refine ⟨(h 0).congr_deriv (by simp), (h c).congr_deriv ?_, (h 1).congr_deriv ?_⟩
  · rw [div_eq_iff hc]
    ring
  · rw [div_eq_iff hc, sub_mul, div_mul_cancel₀ _ hc]
    ring
```

## Overshoot for c below one half

Let $0<c<1/2$. The derivative vanishes at $x=0$ and at

$$x_*=\frac{2(1+c)}{3},$$

and $0<x_*<1$ because $1+c<3/2$. Since $1+c-x_*=(1+c)/3$, the value there is

$$p_c(x_*)=\frac{x_*^2(1+c-x_*)}{c}=\frac{4(1+c)^3}{27c}.$$

To compare it with $1$, expand

$$4(1+c)^3-27c=4c^3+12c^2-15c+4=(1-2c)^2(c+4).$$

The right-hand side is positive, because $1-2c>0$ and $c+4>0$. Hence $p_c(x_*)>1$: an admissible occupation is sent to an inadmissible one.

The theorem records both facts, that $x_*$ lies in `Ioo (0 : ℝ) 1` and that its image exceeds $1$. Its proof multiplies the inequality by $c$ using `lt_div_iff₀`, establishes the positivity of $(1-2c)^2(c+4)$ as `h2`, and lets `nlinarith` match that expression to the goal.

```lean
/-- For `0 < c < 1/2` the occupation `2(1+c)/3` lies strictly between `0` and `1`, and the
cubic sends it above `1`. -/
theorem purify_overshoot {c : ℝ} (hc : 0 < c) (hc' : c < 1 / 2) :
    2 * (1 + c) / 3 ∈ Ioo (0 : ℝ) 1 ∧ 1 < purify c (2 * (1 + c) / 3) := by
  refine ⟨⟨by linarith, by linarith⟩, ?_⟩
  unfold purify
  rw [lt_div_iff₀ hc]
  -- 27 c times the excess over one equals (1 - 2c)² (c + 4)
  have h1 : 0 < 1 - 2 * c := by linarith
  have h2 : 0 < (1 - 2 * c) ^ 2 * (c + 4) := mul_pos (pow_pos h1 2) (by linarith)
  nlinarith [h2]
```

## The invariance criterion

Now let $c\ge 1/2$ and $0\le x\le1$. The lower bound follows from

$$p_c(x)=\frac{x^2(1+c-x)}{c}\ge0,$$

since $1+c-x\ge c>0$. For the upper bound, write

$$1-p_c(x)=\frac{c-(1+c)x^2+x^3}{c}=\frac{(1-x)(c+cx-x^2)}{c}.$$

The factor $1-x$ is nonnegative. The other factor can be decomposed as

$$c+cx-x^2=\left(c-\tfrac12\right)(1+x)+x(1-x)+\tfrac12(1-x),$$

in which every term is nonnegative. Thus $0\le p_c(x)\le1$. Together with the overshoot for $0<c<1/2$, this settles the question for all positive $c$.

The expression `MapsTo (purify c) (Icc 0 1) (Icc 0 1)` means that $p_c(x)\in[0,1]$ for every $x\in[0,1]$. In the forward direction, the proof supposes that $c<1/2$ and applies the assumed invariance to the point from `purify_overshoot`, which gives a contradiction. In the reverse direction, it proves the two bounds separately. The two products passed to `nlinarith` are $(c-\tfrac12)(1+x)$ and $x(1-x)$ from the decomposition above, and the remaining term is linear in $x$.

```lean
/-- For `c > 0` the cubic keeps all occupations between `0` and `1` exactly when
`c ≥ 1/2`. -/
theorem purify_mapsTo_iff {c : ℝ} (hc : 0 < c) :
    MapsTo (purify c) (Icc 0 1) (Icc 0 1) ↔ 1 / 2 ≤ c := by
  constructor
  · intro h
    by_contra hlt
    obtain ⟨hx, hp⟩ := purify_overshoot hc (not_le.1 hlt)
    exact absurd (h ⟨hx.1.le, hx.2.le⟩).2 (not_le.2 hp)
  · rintro h x ⟨hx0, hx1⟩
    have hx1' : 0 ≤ 1 - x := by linarith
    constructor
    · have h1 : 0 ≤ x ^ 2 * (1 + c - x) := mul_nonneg (sq_nonneg x) (by linarith)
      exact div_nonneg (by linarith) hc.le
    · -- the numerator of 1 - p(x) is (1 - x)(c + c x - x²)
      have h2 : 0 ≤ c + c * x - x ^ 2 := by
        nlinarith [mul_nonneg (sub_nonneg.2 h) (by linarith : 0 ≤ 1 + x),
          mul_nonneg hx0 hx1']
      have h3 := mul_nonneg hx1' h2
      unfold purify
      rw [div_le_one hc]
      linarith
```

## Fixed points and invariance in one statement

For $c>0$ we have obtained

$$\{x\in\mathbb R:p_c(x)=x\}=\{0,c,1\},\qquad p_c([0,1])\subseteq[0,1]\iff c\ge\tfrac12 .$$

The first part concerns all real $x$, not only admissible occupations. For $c>1$ the fixed point $c$ lies outside $[0,1]$, and the statement still counts it.

The proof turns the equality of sets into an equivalence for each $x$, which is `purify_eq_self_iff`, and takes the second part from `purify_mapsTo_iff`.

```lean
/-- For `c > 0` the Palser-Manolopoulos cubic has fixed points exactly `0`, `c` and `1`, and it
maps `[0,1]` into itself if and only if `c ≥ 1/2`. -/
theorem palser_manolopoulos_cubic {c : ℝ} (hc : 0 < c) :
    {x : ℝ | purify c x = x} = {0, c, 1} ∧
      (MapsTo (purify c) (Icc 0 1) (Icc 0 1) ↔ 1 / 2 ≤ c) := by
  refine ⟨?_, purify_mapsTo_iff hc⟩
  ext x
  simpa only [Set.mem_ofPred_eq, mem_insert_iff, mem_singleton_iff] using
    purify_eq_self_iff hc.ne' x
```

## The second cubic as a particle–hole mirror image

Exchanging particles and holes replaces $x$ by $1-x$. Apply this exchange before and after the first cubic, and use the parameter $1-c$ in place of $c$. For $c\neq1$,

$$1-p_{1-c}(1-x)=\frac{(1-c)-(1-x)^2(1-c+x)}{1-c}.$$

The product in the numerator expands to

$$(1-x)^2(1-c+x)=(1-c)-(1-2c)x-(1+c)x^2+x^3 .$$

Subtracting it from $1-c$ leaves $(1-2c)x+(1+c)x^2-x^3$, which is the numerator of $q_c$. Therefore $q_c(x)=1-p_{1-c}(1-x)$.

The Lean proof brings the identity over the common denominator $1-c$ and leaves the expansion to `ring`.

```lean
/-- For `c ≠ 1`, the companion cubic at `x` is one minus the first cubic taken at `1 - x` with
parameter `1 - c`. -/
theorem purifyLow_eq {c : ℝ} (hc : c ≠ 1) (x : ℝ) :
    purifyLow c x = 1 - purify (1 - c) (1 - x) := by
  have h : 1 - c ≠ 0 := sub_ne_zero.2 hc.symm
  unfold purifyLow purify
  rw [eq_sub_iff_add_eq, ← add_div, div_eq_one_iff_eq h]
  ring
```

The reflection $x\mapsto1-x$ maps $[0,1]$ onto itself. Consequently $q_c$ preserves $[0,1]$ exactly when $p_{1-c}$ does. If $c<1$, then $1-c>0$ and the earlier criterion applies:

$$q_c([0,1])\subseteq[0,1]\iff 1-c\ge\tfrac12\iff c\le\tfrac12 .$$

For $0<c<1$ the two cubics thus divide the work at one half: below it only $q_c$ keeps every admissible occupation admissible, above it only $p_c$ does, and at $c=1/2$ both do. A purification code that switches branches there keeps occupations within bounds in each step, in exact arithmetic and provided that they start within bounds.

In the proof, `key` is the criterion for $p_{1-c}$. Each direction takes a point $x$ of the interval, passes to $1-x$, and rewrites with `purifyLow_eq`. The upper bound for one cubic then becomes the lower bound for the other, and vice versa.

```lean
/-- For `c < 1` the companion cubic keeps all occupations between `0` and `1` exactly when
`c ≤ 1/2`. -/
theorem purifyLow_mapsTo_iff {c : ℝ} (hc : c < 1) :
    MapsTo (purifyLow c) (Icc 0 1) (Icc 0 1) ↔ c ≤ 1 / 2 := by
  have key := purify_mapsTo_iff (sub_pos.2 hc)
  constructor
  · intro h
    have h1 : 1 / 2 ≤ 1 - c := by
      refine key.1 ?_
      rintro x ⟨hx0, hx1⟩
      have h2 : purifyLow c (1 - x) ∈ Icc (0 : ℝ) 1 :=
        h ⟨by linarith, by linarith⟩
      rw [purifyLow_eq hc.ne, sub_sub_cancel] at h2
      exact ⟨by linarith [h2.2], by linarith [h2.1]⟩
    linarith
  · rintro h x ⟨hx0, hx1⟩
    have h2 : purify (1 - c) (1 - x) ∈ Icc (0 : ℝ) 1 :=
      key.2 (by linarith) ⟨by linarith, by linarith⟩
    rw [purifyLow_eq hc.ne]
    exact ⟨by linarith [h2.2], by linarith [h2.1]⟩
```

## Electron number and the canonical choice of c

So far $c$ has been a free parameter. In canonical purification it is fixed by the requirement that a step conserve the electron number, which in an orthonormal basis is $\operatorname{tr}P$. By linearity of the trace,

$$\operatorname{tr}p_c(P)=\frac{(1+c)\operatorname{tr}P^2-\operatorname{tr}P^3}{c}.$$

Setting this equal to $\operatorname{tr}P$ and multiplying by $c\neq0$ gives

$$(1+c)\operatorname{tr}P^2-\operatorname{tr}P^3=c\operatorname{tr}P ,$$

and after rearrangement

$$c\operatorname{tr}(P-P^2)=\operatorname{tr}(P^2-P^3).$$

If $\operatorname{tr}(P-P^2)\neq0$, this determines $c$ as a ratio of traces. If $P$ is already idempotent, both sides vanish and every nonzero $c$ conserves the trace. For a Hermitian $P$ with eigenvalues $x_i\in[0,1]$, not all equal to $0$ or $1$, the ratio is the average of the $x_i$ with weights $x_i(1-x_i)$, so it lies strictly between $0$ and $1$, where the two cubics share the work. The same $c$ also conserves the trace when $q_c$ is used: the definitions give $(1-c)(q_c(x)-x)=c\,(p_c(x)-x)$, and summing over the eigenvalues shows that one cubic conserves the trace exactly when the other does. Neither the bounds on the ratio nor this remark about $q_c$ is part of the Lean code.

The theorem holds for every finite complex square matrix and every nonzero real $c$. It gives the condition that $c$ must satisfy, without asserting that a suitable real $c$ exists for an arbitrary $P$. The proof distributes the trace over sums and scalar multiples, clears the factor $c^{-1}$, and rearranges the result with `linear_combination` in both directions.

For linear-scaling electronic structure with non-interacting or mean-field electrons, these results describe a single purification step with exact matrix products; convergence of the repeated iteration, in which $c$ is recomputed each time, and the errors made by truncating sparse matrices are separate questions that the theorems leave open.

```lean
/-- For real `c ≠ 0`, the step `purifyMatrix c` conserves the trace of a square matrix `P` exactly
when `c tr(P - P²) = tr(P² - P³)`. -/
theorem trace_purifyMatrix_iff {n : Type*} [Fintype n] [DecidableEq n] {c : ℝ} (hc : c ≠ 0)
    (P : Matrix n n ℂ) :
    (purifyMatrix c P).trace = P.trace ↔
      (c : ℂ) * (P - P ^ 2).trace = (P ^ 2 - P ^ 3).trace := by
  have hc' : (c : ℂ) ≠ 0 := Complex.ofReal_ne_zero.2 hc
  unfold purifyMatrix
  simp only [Matrix.trace_smul, Matrix.trace_sub, smul_eq_mul]
  rw [inv_mul_eq_iff_eq_mul₀ hc']
  constructor <;> intro h <;> linear_combination (-1) * h

end

end CanonicalPurification
```

```lean
#print axioms CanonicalPurification.purify_slopes
#print axioms CanonicalPurification.palser_manolopoulos_cubic
#print axioms CanonicalPurification.purifyLow_mapsTo_iff
#print axioms CanonicalPurification.trace_purifyMatrix_iff
```

```
'CanonicalPurification.purify_slopes' depends on axioms: [propext, Classical.choice, Quot.sound]
'CanonicalPurification.palser_manolopoulos_cubic' depends on axioms: [propext, Classical.choice, Quot.sound]
'CanonicalPurification.purifyLow_mapsTo_iff' depends on axioms: [propext, Classical.choice, Quot.sound]
'CanonicalPurification.trace_purifyMatrix_iff' depends on axioms: [propext, Classical.choice, Quot.sound]
```
